# For orthogonal R, the squared misfit between structures Y and RX depends on R only through tr(RᵀYXᵀ)

The columns of two real matrices X and Y hold the atomic positions of two structures, with finitely many atoms and coordinates, paired by a common index. The misfit is the sum of squared distances between the atoms of Y and those of X after a matrix R has acted on X. The theorem states that, if RᵀR = 1, this misfit equals tr(YᵀY) + tr(XᵀX) − 2 tr(RᵀYXᵀ); reflections are allowed as well as rotations, and neither structure need be centred. The proof writes the misfit as the trace of (Y − RX)ᵀ(Y − RX), expands the product, removes R from the quadratic term by orthogonality, and shows that the two cross terms are equal.

In Lean, a first try:

```lean
import Mathlib

open Matrix Filter Topology

namespace MisfitEq

variable {n m : Type*} [Fintype n] [DecidableEq n] [Fintype m]

/-- The summed squared distance between the atoms of structure `Y` and those of structure `X`
after `R` has acted on `X`; the columns are the atomic positions. -/
def misfit (X Y : Matrix n m ℝ) (R : Matrix n n ℝ) : ℝ :=
  ∑ a, ∑ i, (Y i a - (R * X) i a) ^ 2

/-- For orthogonal `R`, the misfit depends on `R` only through its overlap with the correlation
matrix `Y Xᵀ`. -/
theorem misfit_eq (X Y : Matrix n m ℝ) {R : Matrix n n ℝ} (hR : Rᵀ * R = 1) :
    misfit X Y R = trace (Yᵀ * Y) + trace (Xᵀ * X) - 2 * trace (Rᵀ * (Y * Xᵀ)) := by
  have h0 : misfit X Y R = trace ((Y - R * X)ᵀ * (Y - R * X)) := by
    simp only [misfit, trace, diag_apply, Matrix.mul_apply, transpose_apply, sub_apply, sq]
  have h1 : trace (Xᵀ * Rᵀ * Y) = trace (Rᵀ * (Y * Xᵀ)) := by
    rw [Matrix.mul_assoc, trace_mul_comm, Matrix.mul_assoc]
  have h2 : trace (Yᵀ * (R * X)) = trace (Xᵀ * Rᵀ * Y) := by
    rw [← trace_transpose, transpose_mul, transpose_mul, transpose_transpose]
  have h3 : Xᵀ * Rᵀ * (R * X) = Xᵀ * X := by
    rw [Matrix.mul_assoc, ← Matrix.mul_assoc Rᵀ, hR, Matrix.one_mul]
  rw [h0, transpose_sub, transpose_mul, Matrix.sub_mul, Matrix.mul_sub, Matrix.mul_sub, h3,
    trace_sub, trace_sub, trace_sub, h2, h1]
  ring

end MisfitEq
```

Messages:

```
Main.lean:19:77: error: Ambiguous term
  sub_apply
Possible interpretations:
  _root_.sub_apply : ∀ (f g : ?m.106) (x : ?m.107), (f - g) x = f x - g x
  
  Matrix.sub_apply : ∀ (A B : Matrix ?m.106 ?m.107 ?m.108) (i : ?m.106) (j : ?m.107), (A - B) i j = A i j - B i j
Main.lean:18:65: error: unsolved goals
n : Type u_1
m : Type u_2
inst✝² : Fintype n
inst✝¹ : DecidableEq n
inst✝ : Fintype m
X Y : Matrix n m ℝ
R : Matrix n n ℝ
hR : Rᵀ * R = 1
⊢ ∑ x, ∑ i, (Y i x - ∑ j, R i j * X j x) * (Y i x - ∑ j, R i j * X j x) = ∑ i, ∑ j, (Y - R * X) j i * (Y - R * X) j i
```

The first message concerns a name. Because the file has `open Matrix`, the short name `sub_apply` can mean either `_root_.sub_apply`, about the difference of two functions applied to one argument, or `Matrix.sub_apply`, about an entry of a difference of matrices. Lean cannot choose between them and reports an ambiguous term.

The second message follows from the first. The remaining goal shows that the other lemmas were applied but the subtraction was not opened. On the left, the entries of `R * X` have been expanded into sums over `j`; on the right, `(Y - R * X) j i` is still a single entry of a difference, so `Matrix.mul_apply` cannot reach the product inside it. The two sides therefore do not match, and `h0` stays unproved.

The repair writes `Matrix.sub_apply` in full. This removes the ambiguity and supplies the missing step: the entry splits into `Y j i - (R * X) j i`, the product expands as on the left, and the two sides agree.

As a diff, the version that Lean accepts:

```diff
@@ -17,5 +17,5 @@
     misfit X Y R = trace (Yᵀ * Y) + trace (Xᵀ * X) - 2 * trace (Rᵀ * (Y * Xᵀ)) := by
   have h0 : misfit X Y R = trace ((Y - R * X)ᵀ * (Y - R * X)) := by
-    simp only [misfit, trace, diag_apply, Matrix.mul_apply, transpose_apply, sub_apply, sq]
+    simp only [misfit, trace, diag_apply, Matrix.mul_apply, transpose_apply, Matrix.sub_apply, sq]
   have h1 : trace (Xᵀ * Rᵀ * Y) = trace (Rᵀ * (Y * Xᵀ)) := by
     rw [Matrix.mul_assoc, trace_mul_comm, Matrix.mul_assoc]
```
